# Every planar lattice has a Gauss-reduced cell, whose first edge is a shortest lattice vector

In a skewed cell of a planar lattice, a search over the coordinates −1, 0 and 1 can miss the shortest nonzero lattice vector. In a Gauss-reduced cell the first edge is already a shortest one, and every planar lattice has such a cell.

In Lean 4 with Mathlib:

```lean
import Mathlib

open Matrix

namespace GaussReduction

/-- A cell metric: a real symmetric matrix whose quadratic form is positive on nonzero vectors. -/
def IsMetric (G : Matrix (Fin 2) (Fin 2) ℝ) : Prop :=
  Gᵀ = G ∧ ∀ x : Fin 2 → ℝ, x ≠ 0 → 0 < x ⬝ᵥ (G *ᵥ x)

/-- Squared length of the lattice vector with integer coordinates `v`. -/
def sqLength (G : Matrix (Fin 2) (Fin 2) ℝ) (v : Fin 2 → ℤ) : ℝ :=
  (fun i => (v i : ℝ)) ⬝ᵥ (G *ᵥ (fun i => (v i : ℝ)))

/-- The metric `Pᵀ G P` of the cell whose edges are the columns of the integer matrix `P`. -/
def changeCell (G : Matrix (Fin 2) (Fin 2) ℝ) (P : Matrix (Fin 2) (Fin 2) ℤ) :
    Matrix (Fin 2) (Fin 2) ℝ :=
  (P.map (Int.cast : ℤ → ℝ))ᵀ * G * P.map (Int.cast : ℤ → ℝ)

/-- The Gauss conditions `2 |G₁₂| ≤ G₁₁ ≤ G₂₂`. -/
def IsReduced (G : Matrix (Fin 2) (Fin 2) ℝ) : Prop :=
  2 * |G 0 1| ≤ G 0 0 ∧ G 0 0 ≤ G 1 1

/-- The hexagonal cell: equal edges with `2 |G₁₂| = G₁₁`, an angle of 60 or 120 degrees. -/
def IsHexagonal (G : Matrix (Fin 2) (Fin 2) ℝ) : Prop :=
  G 1 1 = G 0 0 ∧ 2 * |G 0 1| = G 0 0

/-- The squared length written out in the entries of a symmetric matrix. -/
theorem sqLength_eq {G : Matrix (Fin 2) (Fin 2) ℝ} (hs : G 1 0 = G 0 1) (v : Fin 2 → ℤ) :
    sqLength G v = G 0 0 * (v 0 : ℝ) ^ 2 + 2 * G 0 1 * v 0 * v 1 + G 1 1 * (v 1 : ℝ) ^ 2 := by
  simp only [sqLength, Matrix.mulVec, dotProduct, Fin.sum_univ_two, hs]
  ring

/-- A cell metric has equal off-diagonal entries, positive squared edges and positive
determinant. -/
theorem IsMetric.entries {G : Matrix (Fin 2) (Fin 2) ℝ} (hG : IsMetric G) :
    G 1 0 = G 0 1 ∧ 0 < G 0 0 ∧ 0 < G 1 1 ∧ 0 < G 0 0 * G 1 1 - G 0 1 ^ 2 := by
  have hs : G 1 0 = G 0 1 := congrFun (congrFun hG.1 0) 1
  have hA : 0 < G 0 0 := by
    have h := hG.2 ![1, 0] (fun h => by simpa using congrFun h 0)
    simpa [Matrix.mulVec, dotProduct, Fin.sum_univ_two] using h
  have hC : 0 < G 1 1 := by
    have h := hG.2 ![0, 1] (fun h => by simpa using congrFun h 1)
    simpa [Matrix.mulVec, dotProduct, Fin.sum_univ_two] using h
  refine ⟨hs, hA, hC, ?_⟩
  -- test the form on the vector orthogonal to the first edge
  have h := hG.2 ![-G 0 1, G 0 0] (fun h => hA.ne' (by simpa using congrFun h 1))
  have e : ![-G 0 1, G 0 0] ⬝ᵥ (G *ᵥ ![-G 0 1, G 0 0])
      = G 0 0 * (G 0 0 * G 1 1 - G 0 1 ^ 2) := by
    simp [Matrix.mulVec, dotProduct, Fin.sum_univ_two, hs]
    ring
  rw [e] at h
  exact (mul_pos_iff_of_pos_left hA).mp h

/-- Among all primitive bases `(a, b), (c, d)` of the lattice, one has the least sum of squared
edge lengths. -/
theorem exists_shortest_basis {G : Matrix (Fin 2) (Fin 2) ℝ} (hG : IsMetric G) :
    ∃ a b c d : ℤ, IsUnit (a * d - b * c) ∧ ∀ a' b' c' d' : ℤ, IsUnit (a' * d' - b' * c') →
      sqLength G ![a, b] + sqLength G ![c, d] ≤ sqLength G ![a', b'] + sqLength G ![c', d'] := by
  obtain ⟨hs, hA, hC, hD⟩ := hG.entries
  have q : ∀ a b : ℤ, sqLength G ![a, b]
      = G 0 0 * (a : ℝ) ^ 2 + 2 * G 0 1 * a * b + G 1 1 * (b : ℝ) ^ 2 :=
    fun a b => sqLength_eq hs ![a, b]
  obtain ⟨D, hDe⟩ : ∃ D, D = G 0 0 * G 1 1 - G 0 1 ^ 2 := ⟨_, rfl⟩
  obtain ⟨T, hTe⟩ : ∃ T, T = G 0 0 + G 1 1 := ⟨_, rfl⟩
  rw [← hDe] at hD
  have hT : 0 < T := by rw [hTe]; exact add_pos hA hC
  -- the squared length controls the size of the coordinates
  have coer : ∀ a b : ℤ, D * ((a : ℝ) ^ 2 + (b : ℝ) ^ 2) ≤ T * sqLength G ![a, b] := by
    intro a b
    rw [q, hDe, hTe]
    nlinarith [sq_nonneg (G 0 0 * a + G 0 1 * b), sq_nonneg (G 0 1 * a + G 1 1 * b)]
  obtain ⟨N, hN⟩ := exists_nat_ge (T ^ 2 / D + 1)
  have hb : ∀ n : ℤ, D * (n : ℝ) ^ 2 ≤ T ^ 2 → -(N : ℤ) ≤ n ∧ n ≤ (N : ℤ) := by
    intro n hn
    have h1 : (n : ℝ) ^ 2 ≤ T ^ 2 / D := by
      rw [le_div_iff₀ hD]; linarith
    have h2 : (0 : ℝ) ≤ N := Nat.cast_nonneg N
    have h3 : (n : ℝ) ≤ N := by nlinarith [sq_nonneg ((n : ℝ) - 1)]
    have h4 : -(N : ℝ) ≤ n := by nlinarith [sq_nonneg ((n : ℝ) + 1)]
    exact ⟨by exact_mod_cast h4, by exact_mod_cast h3⟩
  let f : ℤ × ℤ × ℤ × ℤ → ℝ :=
    fun t => sqLength G ![t.1, t.2.1] + sqLength G ![t.2.2.1, t.2.2.2]
  have hfin : {t : ℤ × ℤ × ℤ × ℤ |
      IsUnit (t.1 * t.2.2.2 - t.2.1 * t.2.2.1) ∧ f t ≤ T}.Finite := by
    refine (Set.finite_Icc (-(N : ℤ), -(N : ℤ), -(N : ℤ), -(N : ℤ))
      ((N : ℤ), (N : ℤ), (N : ℤ), (N : ℤ))).subset ?_
    rintro ⟨a, b, c, d⟩ ⟨-, h⟩
    have h' : sqLength G ![a, b] + sqLength G ![c, d] ≤ T := h
    have h2 := mul_le_mul_of_nonneg_left h' hT.le
    have h3 := coer a b
    have h4 := coer c d
    have pa := mul_nonneg hD.le (sq_nonneg (a : ℝ))
    have pb := mul_nonneg hD.le (sq_nonneg (b : ℝ))
    have pc := mul_nonneg hD.le (sq_nonneg (c : ℝ))
    have pd := mul_nonneg hD.le (sq_nonneg (d : ℝ))
    have ha := hb a (by linarith)
    have hb' := hb b (by linarith)
    have hc := hb c (by linarith)
    have hd := hb d (by linarith)
    simp only [Set.mem_Icc, Prod.mk_le_mk]
    exact ⟨⟨ha.1, hb'.1, hc.1, hd.1⟩, ⟨ha.2, hb'.2, hc.2, hd.2⟩⟩
  have h1 : sqLength G ![1, 0] + sqLength G ![0, 1] ≤ T := by
    rw [q, q, hTe]; simp
  obtain ⟨⟨a, b, c, d⟩, ⟨hu, hle⟩, hmin⟩ :=
    Set.exists_min_image _ f hfin ⟨(1, 0, 0, 1), by simp, h1⟩
  refine ⟨a, b, c, d, hu, fun a' b' c' d' h' => ?_⟩
  by_cases h : sqLength G ![a', b'] + sqLength G ![c', d'] ≤ T
  · exact hmin (a', b', c', d') ⟨h', h⟩
  · have hle' : sqLength G ![a, b] + sqLength G ![c, d] ≤ T := hle
    linarith [not_le.mp h]

/-- Every cell metric is brought to Gauss-reduced form by a unimodular change of cell. -/
theorem exists_reduced_cell {G : Matrix (Fin 2) (Fin 2) ℝ} (hG : IsMetric G) :
    ∃ P : Matrix (Fin 2) (Fin 2) ℤ, IsUnit P.det ∧ IsReduced (changeCell G P) := by
  have hs := hG.entries.1
  have q : ∀ a b : ℤ, sqLength G ![a, b]
      = G 0 0 * (a : ℝ) ^ 2 + 2 * G 0 1 * a * b + G 1 1 * (b : ℝ) ^ 2 :=
    fun a b => sqLength_eq hs ![a, b]
  have main : ∀ a b c d : ℤ, IsUnit (a * d - b * c) →
      (∀ a' b' c' d' : ℤ, IsUnit (a' * d' - b' * c') → sqLength G ![a, b] + sqLength G ![c, d]
        ≤ sqLength G ![a', b'] + sqLength G ![c', d']) →
      sqLength G ![a, b] ≤ sqLength G ![c, d] →
      ∃ P : Matrix (Fin 2) (Fin 2) ℤ, IsUnit P.det ∧ IsReduced (changeCell G P) := by
    intro a b c d hu hmin hle
    -- adding or subtracting the short edge does not shorten the long one
    have hp := hmin a b (c + a) (d + b) (by convert hu using 1; ring)
    have hm := hmin a b (c - a) (d - b) (by convert hu using 1; ring)
    simp only [q] at hp hm hle
    push_cast at hp hm
    refine ⟨!![a, c; b, d], by rwa [Matrix.det_fin_two_of, mul_comm c b], ?_⟩
    have e : ∀ i j, changeCell G !![a, c; b, d] i j
        = ((!![a, c; b, d] 0 i : ℤ) * G 0 0 + (!![a, c; b, d] 1 i : ℤ) * G 1 0)
            * (!![a, c; b, d] 0 j : ℤ)
          + ((!![a, c; b, d] 0 i : ℤ) * G 0 1 + (!![a, c; b, d] 1 i : ℤ) * G 1 1)
            * (!![a, c; b, d] 1 j : ℤ) := by
      intro i j
      simp only [changeCell, Matrix.mul_apply, Fin.sum_univ_two, Matrix.transpose_apply,
        Matrix.map_apply]
    have e00 : changeCell G !![a, c; b, d] 0 0
        = (a * G 0 0 + b * G 1 0) * a + (a * G 0 1 + b * G 1 1) * b := e 0 0
    have e01 : changeCell G !![a, c; b, d] 0 1
        = (a * G 0 0 + b * G 1 0) * c + (a * G 0 1 + b * G 1 1) * d := e 0 1
    have e11 : changeCell G !![a, c; b, d] 1 1
        = (c * G 0 0 + d * G 1 0) * c + (c * G 0 1 + d * G 1 1) * d := e 1 1
    rw [hs] at e00 e01 e11
    have h : |changeCell G !![a, c; b, d] 0 1| ≤ changeCell G !![a, c; b, d] 0 0 / 2 := by
      rw [e00, e01]
      exact abs_le.mpr ⟨by linarith, by linarith⟩
    exact ⟨by linarith, by rw [e00, e11]; linarith⟩
  obtain ⟨a, b, c, d, hu, hmin⟩ := exists_shortest_basis hG
  rcases le_total (sqLength G ![a, b]) (sqLength G ![c, d]) with h | h
  · exact main a b c d hu hmin h
  · refine main c d a b (by convert hu.neg using 1; ring) (fun a' b' c' d' h' => ?_) h
    linarith [hmin a' b' c' d' h']

/-- In a reduced cell no nonzero lattice vector is shorter than the first edge. -/
theorem reduced_le_sqLength {G : Matrix (Fin 2) (Fin 2) ℝ} (hs : G 1 0 = G 0 1)
    (hR : IsReduced G) {v : Fin 2 → ℤ} (hv : v ≠ 0) : G 0 0 ≤ sqLength G v := by
  obtain ⟨h1, h2⟩ := hR
  have hv' : v 0 ≠ 0 ∨ v 1 ≠ 0 := by
    by_contra h
    simp only [ne_eq, not_or, not_not] at h
    exact hv (funext (Fin.forall_fin_two.mpr ⟨h.1, h.2⟩))
  have key : ∀ m n : ℤ, (m ≠ 0 ∨ n ≠ 0) → 0 < m ^ 2 + m * n + n ^ 2 := by
    rintro m n (h | h)
    · have : 0 < m ^ 2 := by positivity
      nlinarith [sq_nonneg (m + 2 * n)]
    · have : 0 < n ^ 2 := by positivity
      nlinarith [sq_nonneg (2 * m + n)]
  have kp : (1 : ℝ) ≤ (v 0 : ℝ) ^ 2 + v 0 * v 1 + (v 1 : ℝ) ^ 2 := by
    exact_mod_cast key (v 0) (v 1) hv'
  have km : (1 : ℝ) ≤ (v 0 : ℝ) ^ 2 + v 0 * (-v 1) + (-v 1 : ℝ) ^ 2 := by
    exact_mod_cast key (v 0) (-v 1) (hv'.imp id neg_ne_zero.mpr)
  have sp : 0 ≤ G 0 0 + 2 * G 0 1 := by linarith [neg_abs_le (G 0 1)]
  have sm : 0 ≤ G 0 0 - 2 * G 0 1 := by linarith [le_abs_self (G 0 1)]
  rw [sqLength_eq hs]
  -- the form is a nonnegative combination of the two hexagonal forms and a square
  nlinarith [mul_nonneg sp (sub_nonneg.mpr kp), mul_nonneg sm (sub_nonneg.mpr km),
    mul_nonneg (sub_nonneg.mpr h2) (sq_nonneg (v 1 : ℝ))]

/-- A reduced metric satisfies `G₁₁² ≤ (4/3) det G`, with equality exactly for the hexagonal
cell. -/
theorem reduced_sq_le_det {G : Matrix (Fin 2) (Fin 2) ℝ} (hG : IsMetric G) (hR : IsReduced G) :
    G 0 0 ^ 2 ≤ 4 / 3 * G.det ∧ (G 0 0 ^ 2 = 4 / 3 * G.det ↔ IsHexagonal G) := by
  obtain ⟨hs, hA, -, -⟩ := hG.entries
  obtain ⟨h1, h2⟩ := hR
  have hb := abs_nonneg (G 0 1)
  have hsq := sq_abs (G 0 1)
  have t1 : 0 ≤ G 0 0 * (G 1 1 - G 0 0) := mul_nonneg hA.le (by linarith)
  have t2 : 0 ≤ (G 0 0 - 2 * |G 0 1|) * (G 0 0 + 2 * |G 0 1|) :=
    mul_nonneg (by linarith) (by linarith)
  rw [Matrix.det_fin_two, hs]
  refine ⟨by nlinarith, fun h => ?_, fun h => ?_⟩
  · -- equality forces both nonnegative terms to vanish
    have z1 : G 0 0 * (G 1 1 - G 0 0) = 0 := by nlinarith
    have z2 : (G 0 0 - 2 * |G 0 1|) * (G 0 0 + 2 * |G 0 1|) = 0 := by nlinarith
    have y1 := (mul_eq_zero.mp z1).resolve_left hA.ne'
    have y2 := (mul_eq_zero.mp z2).resolve_right (by linarith)
    exact ⟨by linarith, by linarith⟩
  · obtain ⟨g1, g2⟩ := h
    rw [g1]
    have g3 : 4 * G 0 1 ^ 2 = G 0 0 ^ 2 := by rw [← hsq, ← g2]; ring
    linarith

/-- An invertible matrix sends nonzero vectors to nonzero vectors. -/
theorem mulVec_ne_zero_of_isUnit {R : Type*} [CommRing R] {M : Matrix (Fin 2) (Fin 2) R}
    (h : IsUnit M.det) {v : Fin 2 → R} (hv : v ≠ 0) : M *ᵥ v ≠ 0 := by
  intro h0
  apply hv
  calc v = (M⁻¹ * M) *ᵥ v := by rw [Matrix.nonsing_inv_mul _ h, Matrix.one_mulVec]
    _ = 0 := by rw [← Matrix.mulVec_mulVec, h0, Matrix.mulVec_zero]

/-- A unimodular change of cell gives again a cell metric, with the same determinant. -/
theorem changeCell_isMetric {G : Matrix (Fin 2) (Fin 2) ℝ} (hG : IsMetric G)
    {P : Matrix (Fin 2) (Fin 2) ℤ} (hP : IsUnit P.det) :
    IsMetric (changeCell G P) ∧ (changeCell G P).det = G.det := by
  have hQ : (P.map (Int.cast : ℤ → ℝ)).det = (P.det : ℝ) := by
    simp [Matrix.det_fin_two]
  have hQ2 : (P.map (Int.cast : ℤ → ℝ)).det = 1 ∨ (P.map (Int.cast : ℤ → ℝ)).det = -1 := by
    rw [hQ]
    rcases Int.isUnit_iff.mp hP with h | h <;> simp [h]
  unfold changeCell
  generalize P.map (Int.cast : ℤ → ℝ) = Q at hQ2
  have hu : IsUnit Q.det := by rcases hQ2 with h | h <;> simp [h]
  refine ⟨⟨?_, fun x hx => ?_⟩, ?_⟩
  · rw [Matrix.transpose_mul, Matrix.transpose_mul, Matrix.transpose_transpose, hG.1,
      Matrix.mul_assoc]
  · have e : x ⬝ᵥ ((Qᵀ * G * Q) *ᵥ x) = (Q *ᵥ x) ⬝ᵥ (G *ᵥ (Q *ᵥ x)) := by
      simp only [Matrix.mulVec, dotProduct, Matrix.mul_apply, Fin.sum_univ_two,
        Matrix.transpose_apply]
      ring
    rw [e]
    exact hG.2 _ (mulVec_ne_zero_of_isUnit hu hx)
  · rw [Matrix.det_mul, Matrix.det_mul, Matrix.det_transpose]
    rcases hQ2 with h | h <;> rw [h] <;> ring

/-- Gauss reduction: every planar cell metric has a reduced cell, and in each reduced cell the
first squared edge is the least nonzero squared length of the lattice and obeys
`G'₁₁² ≤ (4/3) det G`, with equality exactly for the hexagonal cell. -/
theorem gauss_reduction {G : Matrix (Fin 2) (Fin 2) ℝ} (hG : IsMetric G) :
    (∃ P : Matrix (Fin 2) (Fin 2) ℤ, IsUnit P.det ∧ IsReduced (changeCell G P)) ∧
    ∀ P : Matrix (Fin 2) (Fin 2) ℤ, IsUnit P.det → IsReduced (changeCell G P) →
      IsLeast {l | ∃ v : Fin 2 → ℤ, v ≠ 0 ∧ sqLength G v = l} (changeCell G P 0 0) ∧
      changeCell G P 0 0 ^ 2 ≤ 4 / 3 * G.det ∧
      (changeCell G P 0 0 ^ 2 = 4 / 3 * G.det ↔ IsHexagonal (changeCell G P)) := by
  refine ⟨exists_reduced_cell hG, fun P hP hR => ?_⟩
  obtain ⟨hM, hdet⟩ := changeCell_isMetric hG hP
  have hs := hM.entries.1
  -- lengths do not depend on the cell in which a vector is described
  have hl : ∀ v, sqLength (changeCell G P) v = sqLength G (P *ᵥ v) := by
    intro v
    simp only [sqLength, changeCell, Matrix.mulVec, dotProduct, Matrix.mul_apply,
      Fin.sum_univ_two, Matrix.transpose_apply, Matrix.map_apply]
    push_cast
    ring
  refine ⟨⟨⟨P *ᵥ ![1, 0], ?_, ?_⟩, ?_⟩, ?_⟩
  · exact mulVec_ne_zero_of_isUnit hP (fun h => by simpa using congrFun h 0)
  · rw [← hl, sqLength_eq hs]
    simp
  · rintro l ⟨w, hw, rfl⟩
    have e : P *ᵥ (P⁻¹ *ᵥ w) = w := by
      rw [Matrix.mulVec_mulVec, Matrix.mul_nonsing_inv _ hP, Matrix.one_mulVec]
    have hne : P⁻¹ *ᵥ w ≠ 0 := fun h => hw (by rw [← e, h, Matrix.mulVec_zero])
    have h := reduced_le_sqLength hs hR hne
    rwa [hl, e] at h
  · rw [← hdet]
    exact reduced_sq_le_det hM hR

/-- The matrix with rows `(2, -1)` and `(-1, 2)` is a reduced hexagonal cell metric. -/
theorem hexagonal_witness :
    IsMetric !![2, -1; -1, 2] ∧ IsReduced !![2, -1; -1, 2] ∧ IsHexagonal !![2, -1; -1, 2] := by
  refine ⟨⟨?_, fun x hx => ?_⟩, ?_, ?_⟩
  · ext i j
    fin_cases i <;> fin_cases j <;> simp
  · have e : x ⬝ᵥ (!![2, -1; -1, 2] *ᵥ x) = x 0 ^ 2 + x 1 ^ 2 + (x 0 - x 1) ^ 2 := by
      simp [Matrix.mulVec, dotProduct, Fin.sum_univ_two]
      ring
    rw [e]
    by_contra h
    have h0 : x 0 ^ 2 = 0 := by
      nlinarith [sq_nonneg (x 0), sq_nonneg (x 1), sq_nonneg (x 0 - x 1)]
    have h1 : x 1 ^ 2 = 0 := by
      nlinarith [sq_nonneg (x 0), sq_nonneg (x 1), sq_nonneg (x 0 - x 1)]
    exact hx (funext (Fin.forall_fin_two.mpr
      ⟨pow_eq_zero_iff two_ne_zero |>.mp h0, pow_eq_zero_iff two_ne_zero |>.mp h1⟩))
  · simp [IsReduced]
  · simp [IsHexagonal]

end GaussReduction
```

```lean
#print axioms GaussReduction.gauss_reduction
-- 'GaussReduction.gauss_reduction' depends on axioms: [propext, Classical.choice, Quot.sound]
```

## Cells, metrics and lengths

Let \(a_0,a_1\) be the edges of a primitive cell and \(G_{ij}=a_i\cdot a_j\) its metric. Indices here start at 0, as in the code; the file's comments count from 1. `IsMetric` requires \(G\) to be real, symmetric and positive definite. For integer coordinates \(v=(m,n)\), `sqLength G v` is

\[
\ell_G(v)=G_{00}m^2+2G_{01}mn+G_{11}n^2 .
\]

The columns of an integer matrix \(P\) are the edges of a new cell, with metric \(G'=P^TGP\), written `changeCell G P`. Over the integers, `IsUnit P.det` means \(\det P=\pm1\), so the new cell is again primitive. `IsReduced` is the condition \(2|G_{01}|\le G_{00}\le G_{11}\).

The theorem `gauss_reduction` says that some such \(P\) makes \(G'\) reduced. For every \(P\) that does so, \(G'_{00}\) is the least nonzero squared length (`IsLeast` says that it is attained and is a lower bound), and

\[
G_{00}'^2\le\tfrac43\det G ,
\]

with equality exactly when \(G'_{11}=G'_{00}=2|G'_{01}|\). This is the hexagonal cell, with equal edges at 60° or 120°.

For a simulation periodic in two directions, let \(G\) be the metric of the simulation cell, which may be a supercell of the crystal. Then \(\sqrt{G'_{00}}\) is the distance from an atom to its nearest own image. The theorem gives neither an algorithm nor uniqueness of the reduced cell, and it does not treat three-dimensional lattices.

## A shortest basis exists and is reduced

Put \(T=\operatorname{tr}G\) and \(D=\det G\). `IsMetric.entries` obtains \(D>0\) by testing the form on \((-G_{01},G_{00})\), where it equals \(G_{00}D\). Since \(G^2=TG-D\,I\), where \(I\) is the identity matrix,

\[
T\,x^TGx-D|x|^2=|Gx|^2\ge0 .
\]

The original basis has total squared edge length \(T\). Any basis \(u=(a,b)\), \(w=(c,d)\) with total at most \(T\) therefore satisfies \(D(a^2+b^2+c^2+d^2)\le T^2\). Only finitely many integer quadruples do, so one basis has the least total. In `exists_shortest_basis`, `coer` is the inequality; its `nlinarith` call receives the squares of the two components of \(Gx\).

Order this basis so that \(\ell_G(u)\le\ell_G(w)\). Replacing \(w\) by \(w\pm u\) keeps the determinant, and minimality gives

\[
\ell_G(w)\le\ell_G(w\pm u)=\ell_G(w)\pm2u^TGw+\ell_G(u).
\]

Hence \(2|u^TGw|\le\ell_G(u)\), and \(P\) with columns \(u,w\) gives a reduced cell. In `exists_reduced_cell`, `hp` and `hm` are the two signs, and `main` is applied to either order of the edges.

## The minimum over a finite set

The existence proof turns on `Set.exists_min_image`: a function on a finite, nonempty set attains its minimum there. Finiteness is `hfin`, which places the quadruples in an integer box; the original basis `(1, 0, 0, 1)` makes the set nonempty. The resulting `hmin` compares only bases with total at most \(T\). The final `by_cases` deals with the others, whose total exceeds \(T\) anyway. No reduction loop has to be shown to terminate.

## Why the first edge is shortest

For a reduced metric, `reduced_le_sqLength` uses

\[
\begin{aligned}
\ell_G(v)={}&\tfrac12(G_{00}+2G_{01})(m^2+mn+n^2)\\
&+\tfrac12(G_{00}-2G_{01})(m^2-mn+n^2)\\
&+(G_{11}-G_{00})n^2 .
\end{aligned}
\]

All three coefficients are nonnegative. Because \(4(m^2\pm mn+n^2)=(2m\pm n)^2+3n^2\), both integer forms are positive for \(v\ne0\), hence at least 1. So \(\ell_G(v)\ge G_{00}\).

For the determinant, `reduced_sq_le_det` splits

\[
4\det G-3G_{00}^2=4G_{00}(G_{11}-G_{00})+(G_{00}-2|G_{01}|)(G_{00}+2|G_{01}|)
\]

into two nonnegative terms. Equality makes both vanish; since \(G_{00}>0\), this forces \(G_{11}=G_{00}=2|G_{01}|\). Substitution gives the converse.

These results carry over to the original lattice because \(\ell_{G'}(v)=\ell_G(Pv)\), which is `hl` in the last proof. The matrix \(P\) has an integer inverse, so it matches nonzero vectors with nonzero vectors (`mulVec_ne_zero_of_isUnit`). `changeCell_isMetric` shows that \(G'\) is a metric with \(\det G'=(\det P)^2\det G=\det G\).

`hexagonal_witness` supplies a metric with \(G_{00}=2\) and determinant 3, for which \(4=\tfrac43\cdot3\): the bound is attained.

## A skewed cell reduced by hand

Take

\[
G=\begin{pmatrix}23&32\\32&45\end{pmatrix},\qquad
P=\begin{pmatrix}3&-1\\-2&1\end{pmatrix},\qquad
P^TGP=\begin{pmatrix}3&1\\1&4\end{pmatrix}.
\]

Here \(\det P=1\), and the new cell is reduced since \(2\le3\le4\). The least nonzero squared length is 3, at original coordinates \((3,-2)\). Coordinates restricted to −1, 0 and 1 give no nonzero squared length below 4, which is reached at \((-1,1)\). With \(\det G=11\), the bound reads \(9\le44/3\), strict because the cell is not hexagonal.
